# The f-sum rule for a particle on an open chain with nearest-neighbour hopping

After diagonalising a tight-binding chain, one can check the computed position matrix elements by weighting their squared moduli with the transition energies, summing over all final states, and comparing the result with the hopping energy of the initial state. For a single particle on a finite open chain with nearest-neighbour hopping, lattice constant $a$ and a position operator that is diagonal in the site basis, the sum equals $-a^2/2$ times that hopping energy.

In Lean 4 with Mathlib:

```lean
import Mathlib

open Matrix

namespace LatticeFSumRule

noncomputable section

variable {n : Type*} [Fintype n] [DecidableEq n] {N : ℕ}

/-- The position operator of a lattice whose site `j` lies at the real coordinate `x j`. -/
def position {n : Type*} [DecidableEq n] (x : n → ℝ) : Matrix n n ℂ :=
  diagonal fun j => (x j : ℂ)

/-- The double commutator `[X, [H, X]]`. -/
def doubleComm (X H : Matrix n n ℂ) : Matrix n n ℂ :=
  X * (H * X - X * H) - (H * X - X * H) * X

/-- The site coordinates `x_j = j a` of an open chain with lattice constant `a`. -/
def chain (N : ℕ) (a : ℝ) : Fin N → ℝ := fun j => a * ((j : ℕ) : ℝ)

/-- `T` is nearest-neighbour hopping on the open chain: it connects only adjacent sites. -/
def IsHopping (T : Matrix (Fin N) (Fin N) ℂ) : Prop :=
  ∀ j k, T j k ≠ 0 → (j : ℕ) + 1 = (k : ℕ) ∨ (k : ℕ) + 1 = (j : ℕ)

/-- The columns of `U` are orthonormal eigenstates of `H` with real energies `E`. -/
structure IsEigenbasis (H U : Matrix n n ℂ) (E : n → ℝ) : Prop where
  unitary : Uᴴ * U = 1
  eigen : H * U = U * diagonal fun m => (E m : ℂ)

/-- Each matrix element of `[X, [H, X]]` is minus the squared distance of the two sites
times the matrix element of `H`. -/
theorem doubleComm_apply (x : n → ℝ) (H : Matrix n n ℂ) (j k : n) :
    doubleComm (position x) H j k = -((x j : ℂ) - (x k : ℂ)) ^ 2 * H j k := by
  simp only [doubleComm, position, Matrix.sub_apply, Matrix.diagonal_mul, Matrix.mul_diagonal]
  ring

/-- On the open chain the on-site energies `d` drop out of the double commutator. -/
theorem doubleComm_chain_apply (a : ℝ) (d : Fin N → ℂ) (T : Matrix (Fin N) (Fin N) ℂ)
    (j k : Fin N) :
    doubleComm (position (chain N a)) (diagonal d + T) j k
      = -((a : ℂ) ^ 2 * (((j : ℕ) : ℂ) - ((k : ℕ) : ℂ)) ^ 2) * T j k := by
  rw [doubleComm_apply]
  by_cases h : j = k
  · subst h
    simp
  · simp only [chain, Matrix.add_apply, Matrix.diagonal_apply_ne _ h, zero_add]
    push_cast
    ring

/-- For nearest-neighbour hopping `T` and any on-site energies,
`[X, [D + T, X]] = -a² T` on the open chain. -/
theorem doubleComm_chain (a : ℝ) (d : Fin N → ℂ) {T : Matrix (Fin N) (Fin N) ℂ}
    (hT : IsHopping T) :
    doubleComm (position (chain N a)) (diagonal d + T) = (-(a : ℂ) ^ 2) • T := by
  ext j k
  rw [doubleComm_chain_apply, Matrix.smul_apply, smul_eq_mul]
  by_cases h0 : T j k = 0
  · rw [h0, mul_zero, mul_zero]
  · -- adjacent sites have squared distance one in units of the lattice constant
    rcases hT j k h0 with h | h
    · have hc : ((k : ℕ) : ℂ) = ((j : ℕ) : ℂ) + 1 := by exact_mod_cast h.symm
      rw [hc]
      ring
    · have hc : ((j : ℕ) : ℂ) = ((k : ℕ) : ℂ) + 1 := by exact_mod_cast h.symm
      rw [hc]
      ring

/-- For a nonzero lattice constant, `[X, [D + T, X]] = -a² T` holds exactly when `T` is
nearest-neighbour hopping. -/
theorem doubleComm_chain_iff {a : ℝ} (ha : a ≠ 0) (d : Fin N → ℂ)
    (T : Matrix (Fin N) (Fin N) ℂ) :
    doubleComm (position (chain N a)) (diagonal d + T) = (-(a : ℂ) ^ 2) • T
      ↔ IsHopping T := by
  refine ⟨fun h j k hT => ?_, doubleComm_chain a d⟩
  have e := congrFun (congrFun h j) k
  rw [doubleComm_chain_apply, Matrix.smul_apply, smul_eq_mul] at e
  have ha' : (a : ℂ) ≠ 0 := Complex.ofReal_ne_zero.mpr ha
  -- a nonzero amplitude forces the site distance to be one
  have hp : ((a : ℂ) ^ 2 * T j k) * ((((j : ℕ) : ℂ) - ((k : ℕ) : ℂ) - 1) *
      (((j : ℕ) : ℂ) - ((k : ℕ) : ℂ) + 1)) = 0 := by
    linear_combination -e
  have hq := (mul_eq_zero.mp hp).resolve_left (mul_ne_zero (pow_ne_zero 2 ha') hT)
  rcases mul_eq_zero.mp hq with h1 | h1
  · right
    have hc : ((k : ℕ) : ℂ) + 1 = ((j : ℕ) : ℂ) := by linear_combination -h1
    exact_mod_cast hc
  · left
    have hc : ((j : ℕ) : ℂ) + 1 = ((k : ℕ) : ℂ) := by linear_combination h1
    exact_mod_cast hc

/-- The energy-weighted sum of squared position matrix elements out of eigenstate `k` is
half the expectation value of `[X, [H, X]]` in that state. -/
theorem f_sum_rule (x : n → ℝ) {H U : Matrix n n ℂ} {E : n → ℝ}
    (hB : IsEigenbasis H U E) (k : n) :
    ((∑ m, (E m - E k) * ‖(Uᴴ * position x * U) m k‖ ^ 2 : ℝ) : ℂ)
      = 1 / 2 * (Uᴴ * doubleComm (position x) H * U) k k := by
  have hU : U * Uᴴ = 1 := mul_eq_one_comm.mp hB.unitary
  have hH : Uᴴ * H * U = diagonal fun m => (E m : ℂ) := by
    rw [mul_assoc, hB.eigen, ← mul_assoc, hB.unitary, one_mul]
  -- carry the double commutator to the energy basis
  have hmul : ∀ A B : Matrix n n ℂ, Uᴴ * (A * B) * U = (Uᴴ * A * U) * (Uᴴ * B * U) := by
    intro A B
    calc Uᴴ * (A * B) * U = Uᴴ * A * 1 * B * U := by noncomm_ring
      _ = Uᴴ * A * (U * Uᴴ) * B * U := by rw [hU]
      _ = (Uᴴ * A * U) * (Uᴴ * B * U) := by noncomm_ring
  have hsub : ∀ A B : Matrix n n ℂ, Uᴴ * (A - B) * U = Uᴴ * A * U - Uᴴ * B * U := by
    intro A B
    rw [mul_sub, sub_mul]
  have hC : Uᴴ * doubleComm (position x) H * U
      = doubleComm (Uᴴ * position x * U) (diagonal fun m => (E m : ℂ)) := by
    rw [← hH]
    simp only [doubleComm, hsub, hmul]
  have hX : (position x)ᴴ = position x := by
    ext i j
    by_cases h : i = j
    · subst h
      simp [position]
    · simp [position, Matrix.conjTranspose_apply, h, Ne.symm h]
  have hY : (Uᴴ * position x * U)ᴴ = Uᴴ * position x * U := by
    rw [conjTranspose_mul, conjTranspose_mul, conjTranspose_conjTranspose, hX, mul_assoc]
  rw [hC]
  generalize Uᴴ * position x * U = Y at hY ⊢
  -- insert a complete set of intermediate eigenstates
  rw [doubleComm, Matrix.sub_apply, Matrix.mul_apply, Matrix.mul_apply,
    ← Finset.sum_sub_distrib, Finset.mul_sum, Complex.ofReal_sum]
  refine Finset.sum_congr rfl fun m _ => ?_
  have h1 : star (Y m k) = Y k m := congrFun (congrFun hY k) m
  have h2 : Y k m * Y m k = (‖Y m k‖ : ℂ) ^ 2 := by
    rw [← h1, Complex.star_def, Complex.conj_mul']
  simp only [Matrix.sub_apply, Matrix.diagonal_mul, Matrix.mul_diagonal]
  push_cast
  linear_combination (-((E m : ℂ) - (E k : ℂ))) * h2

/-- Lattice f-sum rule: on an open chain with nearest-neighbour hopping `T`, the
energy-weighted sum out of eigenstate `k` equals `-a²/2` times its hopping energy. -/
theorem chain_f_sum_rule (a : ℝ) (d : Fin N → ℂ) {T U : Matrix (Fin N) (Fin N) ℂ}
    {E : Fin N → ℝ} (hT : IsHopping T) (hB : IsEigenbasis (diagonal d + T) U E) (k : Fin N) :
    ((∑ m, (E m - E k) * ‖(Uᴴ * position (chain N a) * U) m k‖ ^ 2 : ℝ) : ℂ)
      = -((a : ℂ) ^ 2 / 2) * (Uᴴ * T * U) k k := by
  rw [f_sum_rule _ hB, doubleComm_chain a d hT, Matrix.mul_smul, Matrix.smul_mul,
    Matrix.smul_apply, smul_eq_mul]
  ring

/-- In an eigenstate of lowest energy on the open chain, the real part of the expectation value of
the nearest-neighbour hopping is not positive. -/
theorem ground_hopping_nonpos (d : Fin N → ℂ) {T U : Matrix (Fin N) (Fin N) ℂ}
    {E : Fin N → ℝ} (hT : IsHopping T) (hB : IsEigenbasis (diagonal d + T) U E) (k : Fin N)
    (hk : ∀ m, E k ≤ E m) : ((Uᴴ * T * U) k k).re ≤ 0 := by
  have aux : ∀ (S : ℝ) (z : ℂ), 0 ≤ S → (S : ℂ) = -(((1 : ℝ) : ℂ) ^ 2 / 2) * z →
      z.re ≤ 0 := by
    intro S z hS h
    have hz : z = ((-2 * S : ℝ) : ℂ) := by
      push_cast at h ⊢
      linear_combination 2 * h
    rw [hz, Complex.ofReal_re]
    linarith
  -- all excitation energies are nonnegative, hence so is the weighted sum
  exact aux _ _ (Finset.sum_nonneg fun m _ =>
    mul_nonneg (sub_nonneg.2 (hk m)) (sq_nonneg _)) (chain_f_sum_rule 1 d hT hB k)

/-- A two-site chain with on-site energies 16 and 9 and hopping amplitude 12 has an
explicit orthonormal eigenbasis with energies 0 and 25. -/
theorem chain_f_sum_rule_witness :
    IsHopping (!![0, 12; 12, 0] : Matrix (Fin 2) (Fin 2) ℂ) ∧
    IsEigenbasis (diagonal ![16, 9] + !![0, 12; 12, 0] : Matrix (Fin 2) (Fin 2) ℂ)
      !![3 / 5, 4 / 5; -4 / 5, 3 / 5] ![0, 25] := by
  refine ⟨?_, ?_, ?_⟩
  · intro j k h
    fin_cases j <;> fin_cases k <;> simp_all
  · -- the entries of the eigenvectors are real
    have h3 : (starRingEnd ℂ) 3 = 3 := Complex.conj_eq_iff_im.mpr (by simp)
    have h4 : (starRingEnd ℂ) 4 = 4 := Complex.conj_eq_iff_im.mpr (by simp)
    have h5 : (starRingEnd ℂ) 5 = 5 := Complex.conj_eq_iff_im.mpr (by simp)
    ext i j
    fin_cases i <;> fin_cases j <;>
      simp [Matrix.mul_apply, Fin.sum_univ_succ, Matrix.conjTranspose_apply, h3, h4, h5] <;>
      norm_num
  · ext i j
    fin_cases i <;> fin_cases j <;>
      simp [Matrix.mul_apply, Fin.sum_univ_succ, Matrix.diagonal_apply] <;> norm_num

end

end LatticeFSumRule
```

## Positions, bonds and eigenstates as matrices

The Hamiltonian $H$ is a finite complex matrix in the site basis. The matrix `position x` is $X=\mathrm{diag}(x_j)$ with real site coordinates $x_j$. A diagonal $X$ means that the site orbitals have no dipole matrix elements between one another. The expression `doubleComm X H` is $[X,[H,X]]$, in that order and with that sign.

On the chain, `chain N a` sets $x_j=ja$ for $j=0,\dots,N-1$, and the Hamiltonian is $H=D+T$, with on-site energies $D=\mathrm{diag}(d_j)$. `IsHopping T` says that a nonzero $T_{jk}$ requires $j$ and $k$ to be adjacent, so the diagonal of $T$ vanishes. The amplitudes may be complex and may differ from bond to bond. Their sign belongs to $T$: in the common convention with hopping parameter $t$, the entries are $-t$.

`IsEigenbasis H U E` says that the columns of $U$ are orthonormal eigenvectors $|m\rangle$ of $H$ with real energies $E_m$. This makes $H$ Hermitian, which the commutator identities themselves do not need. In this notation,

$$(U^\dagger XU)_{mk}=\langle m|X|k\rangle,\qquad (U^\dagger TU)_{kk}=\langle k|T|k\rangle .$$

The theorem `f_sum_rule` holds for any finite set of sites on a line and any $H$ with such an eigenbasis:

$$\sum_m (E_m-E_k)\,|\langle m|X|k\rangle|^2=\tfrac12\langle k|[X,[H,X]]|k\rangle .$$

`chain_f_sum_rule` evaluates the right side on the chain as $-\tfrac{a^2}{2}\langle k|T|k\rangle$. For a particle of mass $M$ in the continuum with a local potential, the familiar f-sum rule has the constant $\hbar^2/2M$ there; on the lattice the value depends on the state. Interacting particles are not treated, and neither is a ring, whose closing bond joins sites at distance $(N-1)a$ in these coordinates.

## Why only the hopping survives

Expanding the double commutator gives

$$[X,[H,X]]=2XHX-X^2H-HX^2 .$$

Since $X$ is diagonal, the entry at $j,k$ is

$$(2x_jx_k-x_j^2-x_k^2)H_{jk}=-(x_j-x_k)^2H_{jk}.$$

`doubleComm_apply` proves this by the rules for multiplication by diagonal matrices, followed by `ring`.

On the chain the factor is $-a^2(j-k)^2$. It vanishes for $j=k$, which removes $D$; this is the case split in `doubleComm_chain_apply`. Every remaining nonzero entry of $T$ has $(j-k)^2=1$, so $[X,[D+T,X]]=-a^2T$. The proof of `doubleComm_chain` treats zero entries and the two directions of a bond separately.

Conversely, let $a\neq0$ and suppose that this identity holds. If $T_{jk}\neq0$, comparing entries gives

$$(j-k)^2-1=(j-k-1)(j-k+1)=0,$$

so the sites are adjacent. `doubleComm_chain_iff` uses exactly this factorisation.

## Inserting the intermediate states

Write $Y=U^\dagger XU$. In the energy basis $H$ is diagonal, so

$$[H,X]_{mk}=(E_m-E_k)Y_{mk}.$$

The diagonal entry of the double commutator is therefore

$$\sum_m\big[Y_{km}(E_m-E_k)Y_{mk}-(E_k-E_m)Y_{km}Y_{mk}\big]
=2\sum_m(E_m-E_k)\,Y_{km}Y_{mk}.$$

Because $X$ is Hermitian, $Y_{km}=Y_{mk}^*$, and the product is $|Y_{mk}|^2$. Dividing by two gives the sum rule.

In the proof of `f_sum_rule`, `hmul` inserts $UU^\dagger=1$ between factors, and `hC` uses it to carry the double commutator to the energy basis. The Hermiticity of $Y$ is `hY`. The sums are then compared term by term, with `h2` supplying the squared modulus. `chain_f_sum_rule` substitutes the chain identity.

If $k$ is a state of lowest energy, every term on the left is nonnegative. Setting $a=1$, which does not affect $T$, gives $\langle k|T|k\rangle\le0$. This is `ground_hopping_nonpos`, stated for the real part of the matrix entry; the entry is real because $T$ is Hermitian here.

## A biased two-site chain

The theorem `chain_f_sum_rule_witness` verifies the hypotheses for

$$H=\begin{pmatrix}16&12\\12&9\end{pmatrix},\qquad
|0\rangle=\tfrac15\begin{pmatrix}3\\-4\end{pmatrix},\qquad
|1\rangle=\tfrac15\begin{pmatrix}4\\3\end{pmatrix},$$

with energies $0$ and $25$. With $X=\mathrm{diag}(0,a)$, the transition element is $\langle1|X|0\rangle=-12a/25$, and the weighted sum out of the ground state is

$$25\cdot\frac{144a^2}{625}=\frac{144a^2}{25}.$$

The hopping energy is $2\cdot12\cdot\tfrac35\cdot(-\tfrac45)=-\tfrac{288}{25}$, and multiplying it by $-a^2/2$ gives the same value.

## The comparison in a program

With `D`, `T` and `X` stored as two-dimensional NumPy arrays, the check for all initial states at once is:

```python
E, U = np.linalg.eigh(D + T)
Y = U.conj().T @ X @ U
lhs = ((E[:, None] - E[None, :]) * abs(Y)**2).sum(axis=0)
rhs = -a**2 / 2 * np.diag(U.conj().T @ T @ U).real
```

The arrays `lhs` and `rhs` should agree to rounding error. If only some final states are kept, the sum out of the ground state cannot exceed the full sum, since no omitted term is negative. When the model has longer bonds, the right side must be computed from the full double commutator, with each bond weighted by its squared length.

```lean
#print axioms LatticeFSumRule.doubleComm_chain_iff
-- 'LatticeFSumRule.doubleComm_chain_iff' depends on axioms: [propext, Classical.choice, Quot.sound]
#print axioms LatticeFSumRule.chain_f_sum_rule
-- 'LatticeFSumRule.chain_f_sum_rule' depends on axioms: [propext, Classical.choice, Quot.sound]
#print axioms LatticeFSumRule.ground_hopping_nonpos
-- 'LatticeFSumRule.ground_hopping_nonpos' depends on axioms: [propext, Classical.choice, Quot.sound]
```
